# Temple's lower bound for the lowest level of a finite Hermitian pencil

## How far below my trial energy can the lowest level lie?

My trial energy is too high, and I can't tell by how much. I work in a non-orthogonal basis with Hamiltonian matrix $H$ and overlap matrix $S$, and I stop the eigensolver early with a vector $c$ normalised to $c^\dagger Sc=1$. The variational principle says that $\mu=c^\dagger Hc$ lies at or above the lowest level, but an error of any size would satisfy that. I also have the residual $r=Hc-\mu Sc$. If it is small, some level is close to $\mu$, but that level might be an excited one. Can the residual give me a floor under the lowest level?

## At most $r^\dagger S^{-1}r/(\beta-\mu)$, if $\beta$ separates $\mu$ from the second level

Yes, provided you know a number $\beta$ with $\mu<\beta\le e_1$, where $e_0\le e_1\le\dots$ are the levels of $Hv=eSv$, counted with multiplicity. Then

$$e_0\;\ge\;\mu-\frac{r^\dagger S^{-1}r}{\beta-\mu}.$$

To derive this, collect the eigenvectors as columns of $V$, with $V^\dagger SV=1$ and $HV=SV\,\mathrm{diag}(e)$. Since $V$ is square, $VV^\dagger S=1$ as well. Hence $c=Va$ with amplitudes $a=V^\dagger Sc$, and $S^{-1}=VV^\dagger$. The eigenvalue equation gives $V^\dagger Hc=\mathrm{diag}(e)\,a$, so $(V^\dagger r)_j=(e_j-\mu)a_j$. Therefore

$$\sum_j|a_j|^2=1,\qquad \mu=\sum_j e_j|a_j|^2,\qquad r^\dagger S^{-1}r=\sum_j(e_j-\mu)^2|a_j|^2 .$$

The residual term is the variance of the level. For any real $E$,

$$(e_j-E)(e_j-\beta)=(e_j-\mu)^2+(2\mu-E-\beta)e_j+E\beta-\mu^2 .$$

Averaging over the populations $|a_j|^2$ gives

$$\sum_j(e_j-E)(e_j-\beta)|a_j|^2=r^\dagger S^{-1}r-(\mu-E)(\beta-\mu).$$

Set $E=e_0$. The term $j=0$ vanishes, and for $j\ge1$ both factors are non-negative because $e_j\ge e_1\ge\beta$. So $(\mu-e_0)(\beta-\mu)\le r^\dagger S^{-1}r$, and dividing by $\beta-\mu>0$ gives the bound.

Equality holds exactly when every mode present in $c$ has level $e_0$ or $\beta$. With two basis functions and $\beta=e_1$, the formula therefore returns $e_0$ itself.

In the Lean file, `IsModes H S V e` states the two equations for $V$, and `Monotone e` orders the real levels. The index type `Fin (m + 2)` guarantees at least two levels, with `e 0` the lowest and `e 1` the second. The functions `energy` and `residualNormSq` are the real parts of $c^\dagger Hc$ and $r^\dagger S^{-1}r$; the condition `star c ⬝ᵥ S *ᵥ c = 1` is your normalisation. `temple_lower_bound` takes the modes as given, and `exists_ordered_modes` supplies them for every Hermitian $H$ and positive definite $S$.

The number $\beta$ stands for independent knowledge of the spectrum: a guaranteed lower estimate of $e_1$ that still lies above $\mu$. If the lowest level is degenerate, then $e_1=e_0\le\mu$ and no such $\beta$ exists. The second Ritz value from a smaller subspace won't generally do, since it bounds $e_1$ from above.

For a non-orthogonal configuration interaction calculation, the result brackets the lowest root of the finite matrix problem. It is not a guaranteed bracket for the ground-state energy of the full Hamiltonian, which may lie below the lower bound because the basis is incomplete.

```lean
import Mathlib

open Matrix
open scoped ComplexOrder

namespace TemplePencil

noncomputable section

variable {n : Type*} [Fintype n] [DecidableEq n]

/-- The columns of `V` are `S`-orthonormal solutions of `H v = e S v` with real levels `e`. -/
structure IsModes (H S V : Matrix n n ℂ) (e : n → ℝ) : Prop where
  orth : Vᴴ * S * V = 1
  eig : H * V = S * V * diagonal (fun j => (e j : ℂ))

/-- The real part of `c† H c`, which is the energy of a normalised trial vector. -/
def energy (H : Matrix n n ℂ) (c : n → ℂ) : ℝ := (star c ⬝ᵥ H *ᵥ c).re

/-- The residual `r = H c - μ S c`, with `μ` the energy of `c`. -/
def residual (H S : Matrix n n ℂ) (c : n → ℂ) : n → ℂ :=
  H *ᵥ c - (energy H c : ℂ) • (S *ᵥ c)

/-- The real part of `r† S⁻¹ r` for the residual `r`, meant for invertible `S`. -/
def residualNormSq (H S : Matrix n n ℂ) (c : n → ℂ) : ℝ :=
  (star (residual H S c) ⬝ᵥ S⁻¹ *ᵥ residual H S c).re

/-- The amplitudes `V† S c` of a trial vector in the modes `V`. -/
def amplitude (S V : Matrix n n ℂ) (c : n → ℂ) : n → ℂ := Vᴴ *ᵥ (S *ᵥ c)

/-- Every Hermitian matrix is diagonalised by a unitary matrix, with its real eigenvalues. -/
theorem exists_unitary_modes {A : Matrix n n ℂ} (hA : A.IsHermitian) :
    ∃ U : Matrix n n ℂ, Uᴴ * U = 1 ∧
      A * U = U * diagonal (fun j => (hA.eigenvalues j : ℂ)) := by
  refine ⟨hA.eigenvectorUnitary, mem_unitaryGroup_iff'.mp hA.eigenvectorUnitary.2, ?_⟩
  ext i j
  have h := congrFun (hA.mulVec_eigenvectorBasis j) i
  simp only [mulVec, dotProduct, Pi.smul_apply, Complex.real_smul] at h
  rw [mul_apply, mul_diagonal]
  simp only [hA.eigenvectorUnitary_apply]
  rw [h, mul_comm]

/-- For `H` Hermitian and `S` positive definite, a complete set of `S`-orthonormal modes
with levels in increasing order exists. -/
theorem exists_ordered_modes {N : ℕ} {H S : Matrix (Fin N) (Fin N) ℂ}
    (hH : H.IsHermitian) (hS : S.PosDef) :
    ∃ (V : Matrix (Fin N) (Fin N) ℂ) (e : Fin N → ℝ), Monotone e ∧ IsModes H S V e := by
  obtain ⟨U, hU, hSU⟩ := exists_unitary_modes hS.isHermitian
  obtain ⟨d, hd⟩ : ∃ d : Fin N → ℝ, ∀ j, d j * hS.isHermitian.eigenvalues j * d j = 1 := by
    refine ⟨fun j => (√(hS.isHermitian.eigenvalues j))⁻¹, fun j => ?_⟩
    have hp : 0 < hS.isHermitian.eigenvalues j := hS.eigenvalues_pos j
    have h0 := (Real.sqrt_pos.2 hp).ne'
    have hq := Real.mul_self_sqrt hp.le
    calc _ = (√(hS.isHermitian.eigenvalues j))⁻¹ * (√(hS.isHermitian.eigenvalues j) *
          √(hS.isHermitian.eigenvalues j)) * (√(hS.isHermitian.eigenvalues j))⁻¹ := by rw [hq]
      _ = 1 := by field_simp
  -- canonical orthogonalisation W = U s^(-1/2)
  obtain ⟨W, hW⟩ : ∃ W : Matrix (Fin N) (Fin N) ℂ, Wᴴ * (S * W) = 1 := by
    refine ⟨U * diagonal (fun j => (d j : ℂ)), ?_⟩
    have hD : (diagonal (fun j => (d j : ℂ)))ᴴ = diagonal (fun j => (d j : ℂ)) := by
      rw [diagonal_conjTranspose]
      congr 1
      funext j
      simp
    rw [conjTranspose_mul, hD, ← Matrix.mul_assoc S, hSU, Matrix.mul_assoc,
      Matrix.mul_assoc U, ← Matrix.mul_assoc Uᴴ, hU, Matrix.one_mul,
      diagonal_mul_diagonal, diagonal_mul_diagonal, ← diagonal_one]
    congr 1
    funext j
    rw [← mul_assoc]
    exact_mod_cast hd j
  have hW' : S * W * Wᴴ = 1 := mul_eq_one_comm.mp hW
  have hA : (Wᴴ * (H * W)).IsHermitian := by
    simp [IsHermitian, conjTranspose_mul, hH.eq, Matrix.mul_assoc]
  obtain ⟨Q, hQ, hAQ⟩ := exists_unitary_modes hA
  have h1 : (W * Q)ᴴ * S * (W * Q) = 1 := by
    calc _ = Qᴴ * (Wᴴ * (S * W)) * Q := by
          rw [conjTranspose_mul]; simp only [Matrix.mul_assoc]
      _ = 1 := by rw [hW, Matrix.mul_one, hQ]
  have h2 : H * (W * Q) = S * (W * Q) * diagonal (fun j => (hA.eigenvalues j : ℂ)) := by
    calc _ = (S * W * Wᴴ) * (H * (W * Q)) := by rw [hW', Matrix.one_mul]
      _ = S * W * (Wᴴ * (H * W) * Q) := by simp only [Matrix.mul_assoc]
      _ = _ := by rw [hAQ]; simp only [Matrix.mul_assoc]
  -- sort the levels
  let σ := Tuple.sort hA.eigenvalues
  refine ⟨(W * Q).submatrix id σ, hA.eigenvalues ∘ σ, Tuple.monotone_sort _, ?_, ?_⟩
  · ext i j
    change ((W * Q)ᴴ * S * (W * Q)) (σ i) (σ j) = _
    rw [h1]
    simp [one_apply, σ.injective.eq_iff]
  · ext i j
    rw [mul_diagonal]
    have h3 := congrFun (congrFun h2 i) (σ j)
    rw [mul_diagonal] at h3
    exact h3

variable {H S V : Matrix n n ℂ} {e : n → ℝ}

/-- Completeness of the modes: `V V† S = 1`. -/
theorem IsModes.complete (h : IsModes H S V e) : V * (Vᴴ * S) = 1 :=
  mul_eq_one_comm.mp h.orth

/-- For a normalised trial vector the mode populations sum to one, the energy is their mean
level, and `r† S⁻¹ r` is the variance of the level. -/
theorem IsModes.moments (h : IsModes H S V e) {c : n → ℂ} (hc : star c ⬝ᵥ S *ᵥ c = 1) :
    ∑ j, Complex.normSq (amplitude S V c j) = 1 ∧
    energy H c = ∑ j, e j * Complex.normSq (amplitude S V c j) ∧
    residualNormSq H S c =
      ∑ j, (e j - energy H c) ^ 2 * Complex.normSq (amplitude S V c j) := by
  have hexp : V *ᵥ amplitude S V c = c := by
    rw [amplitude, mulVec_mulVec, mulVec_mulVec, Matrix.mul_assoc, h.complete, one_mulVec]
  have pair (x : n → ℂ) : star c ⬝ᵥ x = star (amplitude S V c) ⬝ᵥ (Vᴴ *ᵥ x) := by
    conv_lhs => rw [← hexp, star_mulVec, ← dotProduct_mulVec]
  have hVH : Vᴴ * H = diagonal (fun j => (e j : ℂ)) * (Vᴴ * S) := by
    calc Vᴴ * H = Vᴴ * (H * V) * (Vᴴ * S) := by
          rw [Matrix.mul_assoc, Matrix.mul_assoc H, h.complete, Matrix.mul_one]
      _ = (Vᴴ * S * V) * diagonal (fun j => (e j : ℂ)) * (Vᴴ * S) := by
          rw [h.eig]; simp only [Matrix.mul_assoc]
      _ = _ := by rw [h.orth, Matrix.one_mul]
  -- H multiplies each amplitude by its level
  have hamp (j : n) : (Vᴴ *ᵥ (H *ᵥ c)) j = (e j : ℂ) * amplitude S V c j := by
    rw [mulVec_mulVec, hVH, ← mulVec_mulVec, mulVec_diagonal, amplitude, mulVec_mulVec]
  refine ⟨?_, ?_, ?_⟩
  · have h1 := congrArg Complex.re ((pair (S *ᵥ c)).symm.trans hc)
    change (star (amplitude S V c) ⬝ᵥ amplitude S V c).re = 1 at h1
    rw [← h1, dotProduct, Complex.re_sum]
    refine Finset.sum_congr rfl fun j _ => ?_
    simp only [Pi.star_apply, Complex.star_def, Complex.mul_re, Complex.conj_re,
      Complex.conj_im, Complex.normSq_apply]
    ring
  · rw [energy, pair, dotProduct, Complex.re_sum]
    refine Finset.sum_congr rfl fun j _ => ?_
    rw [hamp]
    simp only [Pi.star_apply, Complex.star_def, Complex.mul_re, Complex.mul_im,
      Complex.conj_re, Complex.conj_im, Complex.ofReal_re, Complex.ofReal_im,
      Complex.normSq_apply]
    ring
  · have hr (j : n) : (Vᴴ *ᵥ residual H S c) j =
        ((e j - energy H c : ℝ) : ℂ) * amplitude S V c j := by
      rw [residual, mulVec_sub, mulVec_smul, Pi.sub_apply, Pi.smul_apply, hamp, smul_eq_mul]
      change _ - _ * amplitude S V c j = _
      push_cast
      ring
    have hinv : S⁻¹ = V * Vᴴ := inv_eq_left_inv (by rw [Matrix.mul_assoc]; exact h.complete)
    have hs : star (residual H S c) ᵥ* V = star (Vᴴ *ᵥ residual H S c) := by
      rw [star_mulVec, conjTranspose_conjTranspose]
    rw [residualNormSq, hinv, ← mulVec_mulVec, dotProduct_mulVec, hs, dotProduct,
      Complex.re_sum]
    refine Finset.sum_congr rfl fun j _ => ?_
    rw [Pi.star_apply, hr]
    simp only [Complex.star_def, Complex.mul_re, Complex.mul_im, Complex.conj_re,
      Complex.conj_im, Complex.ofReal_re, Complex.ofReal_im, Complex.normSq_apply]
    ring

/-- For a normalised trial vector of energy `μ` and any real `E`, `β`, the difference
`r† S⁻¹ r - (μ - E)(β - μ)` is the mean of `(e - E)(e - β)` over the mode populations. -/
theorem IsModes.temple_identity (h : IsModes H S V e) {c : n → ℂ}
    (hc : star c ⬝ᵥ S *ᵥ c = 1) (E β : ℝ) :
    residualNormSq H S c - (energy H c - E) * (β - energy H c) =
      ∑ j, (e j - E) * (e j - β) * Complex.normSq (amplitude S V c j) := by
  obtain ⟨h1, h2, h3⟩ := h.moments hc
  have hsplit : ∑ j, (e j - E) * (e j - β) * Complex.normSq (amplitude S V c j) =
      ∑ j, (e j - energy H c) ^ 2 * Complex.normSq (amplitude S V c j) +
      (2 * energy H c - E - β) * ∑ j, e j * Complex.normSq (amplitude S V c j) +
      (E * β - energy H c ^ 2) * ∑ j, Complex.normSq (amplitude S V c j) := by
    rw [Finset.mul_sum, Finset.mul_sum, ← Finset.sum_add_distrib, ← Finset.sum_add_distrib]
    exact Finset.sum_congr rfl fun j _ => by ring
  rw [hsplit, ← h3, ← h2, h1]
  ring

/-- With ordered levels and `β` not above the second one, `(e - e₀)(e - β)` is non-negative
on every level. -/
theorem level_product_nonneg {m : ℕ} {e : Fin (m + 2) → ℝ} (he : Monotone e) {β : ℝ}
    (hβ : β ≤ e 1) (j : Fin (m + 2)) : 0 ≤ (e j - e 0) * (e j - β) := by
  by_cases hj : j = 0
  · simp [hj]
  · have h1 : (1 : Fin (m + 2)) ≤ j := by
      have h0 : (j : ℕ) ≠ 0 := fun h => hj (Fin.ext h)
      rw [Fin.le_def, Fin.val_one]
      omega
    exact mul_nonneg (sub_nonneg.2 (he (Fin.zero_le j))) (sub_nonneg.2 (hβ.trans (he h1)))

variable {m : ℕ} {H S V : Matrix (Fin (m + 2)) (Fin (m + 2)) ℂ} {e : Fin (m + 2) → ℝ}

/-- **Temple lower bound**: for ordered levels and a normalised trial vector with energy
`μ < β ≤ e₁`, the lowest level satisfies `e₀ ≥ μ - r† S⁻¹ r / (β - μ)`. -/
theorem temple_lower_bound (h : IsModes H S V e) (he : Monotone e) {c : Fin (m + 2) → ℂ}
    (hc : star c ⬝ᵥ S *ᵥ c = 1) {β : ℝ} (hμ : energy H c < β) (hβ : β ≤ e 1) :
    energy H c - residualNormSq H S c / (β - energy H c) ≤ e 0 := by
  have hid := h.temple_identity hc (e 0) β
  have hpos : 0 ≤ ∑ j, (e j - e 0) * (e j - β) * Complex.normSq (amplitude S V c j) :=
    Finset.sum_nonneg fun j _ =>
      mul_nonneg (level_product_nonneg he hβ j) (Complex.normSq_nonneg _)
  have hq : energy H c - e 0 ≤ residualNormSq H S c / (β - energy H c) := by
    rw [le_div_iff₀ (sub_pos.2 hμ)]
    linarith
  linarith

/-- For ordered levels and a normalised trial vector with energy below `β ≤ e₁`, the Temple
bound is an equality exactly when the vector contains only modes at level `e₀` or `β`. -/
theorem temple_eq_iff (h : IsModes H S V e) (he : Monotone e) {c : Fin (m + 2) → ℂ}
    (hc : star c ⬝ᵥ S *ᵥ c = 1) {β : ℝ} (hμ : energy H c < β) (hβ : β ≤ e 1) :
    energy H c - residualNormSq H S c / (β - energy H c) = e 0 ↔
      ∀ j, amplitude S V c j = 0 ∨ e j = e 0 ∨ e j = β := by
  have hid := h.temple_identity hc (e 0) β
  have hne : β - energy H c ≠ 0 := (sub_pos.2 hμ).ne'
  have hiff : energy H c - residualNormSq H S c / (β - energy H c) = e 0 ↔
      ∑ j, (e j - e 0) * (e j - β) * Complex.normSq (amplitude S V c j) = 0 := by
    rw [← hid, sub_eq_zero, ← div_eq_iff hne]
    constructor <;> intro h' <;> linarith
  rw [hiff, Finset.sum_eq_zero_iff_of_nonneg fun j _ =>
    mul_nonneg (level_product_nonneg he hβ j) (Complex.normSq_nonneg _)]
  simp only [Finset.mem_univ, true_implies, mul_eq_zero, sub_eq_zero, Complex.normSq_eq_zero]
  exact forall_congr' fun j => or_comm

/-- With two basis functions, ordered levels and `β = e₁`, the Temple bound gives the lowest
level exactly for every normalised trial vector with energy below `e₁`. -/
theorem temple_exact_two_level {H S V : Matrix (Fin 2) (Fin 2) ℂ} {e : Fin 2 → ℝ}
    (h : IsModes H S V e) (he : Monotone e) {c : Fin 2 → ℂ}
    (hc : star c ⬝ᵥ S *ᵥ c = 1) (hμ : energy H c < e 1) :
    energy H c - residualNormSq H S c / (e 1 - energy H c) = e 0 := by
  refine (temple_eq_iff (m := 0) h he hc hμ le_rfl).2 fun j => ?_
  fin_cases j
  · exact Or.inr (Or.inl rfl)
  · exact Or.inr (Or.inr rfl)

/-- An explicit pencil with non-orthogonal basis functions and levels 1 and 3, and a
normalised trial vector with `c† H c = 43/25`. -/
theorem temple_witness :
    IsModes !![4, 3; 3, 3] !![2, 1; 1, 1] !![1, 0; -1, 1] ![1, 3] ∧
    star ![(4 / 5 : ℂ), -1 / 5] ⬝ᵥ !![2, 1; 1, 1] *ᵥ ![(4 / 5 : ℂ), -1 / 5] = 1 ∧
    star ![(4 / 5 : ℂ), -1 / 5] ⬝ᵥ !![4, 3; 3, 3] *ᵥ ![(4 / 5 : ℂ), -1 / 5] = 43 / 25 := by
  have h4 : (starRingEnd ℂ) 4 = 4 := Complex.ext (by simp) (by simp)
  have h5 : (starRingEnd ℂ) 5 = 5 := Complex.ext (by simp) (by simp)
  refine ⟨⟨?_, ?_⟩, ?_, ?_⟩
  · ext i j
    fin_cases i <;> fin_cases j <;> simp [mul_apply, Fin.sum_univ_succ]
    norm_num
  · ext i j
    rw [mul_diagonal]
    fin_cases i <;> fin_cases j <;> simp [mul_apply, Fin.sum_univ_succ]
    norm_num
  · simp [dotProduct, mulVec, Fin.sum_univ_succ, h4, h5]
    norm_num
  · simp [dotProduct, mulVec, Fin.sum_univ_succ, h4, h5]
    norm_num

end

end TemplePencil
```

```lean
#print axioms TemplePencil.exists_ordered_modes
#print axioms TemplePencil.temple_lower_bound
#print axioms TemplePencil.temple_exact_two_level
```

```
'TemplePencil.exists_ordered_modes' depends on axioms: [propext, Classical.choice, Quot.sound]
'TemplePencil.temple_lower_bound' depends on axioms: [propext, Classical.choice, Quot.sound]
'TemplePencil.temple_exact_two_level' depends on axioms: [propext, Classical.choice, Quot.sound]
```

The existence proof starts from `exists_unitary_modes`, which diagonalises a Hermitian matrix. Applied to $S$, it gives $W=Us^{-1/2}$ with $W^\dagger SW=1$, where $U$ holds the eigenvectors of $S$ and $s$ its eigenvalues. Applied to $W^\dagger HW$, it gives a unitary $Q$; then $V=WQ$, and `Tuple.sort` puts the levels in order.

`IsModes.complete` turns $V^\dagger SV=1$ into $VV^\dagger S=1$. `IsModes.moments` proves the three sums: `hexp` is $c=Va$, `hamp` is the action of $H$ on the amplitudes, and `hr` is the formula for $V^\dagger r$. In `IsModes.temple_identity`, `hsplit` is the expansion of the product, averaged over the populations.

`level_product_nonneg` makes the case split between $j=0$ and $j\ge1$. The main theorem sums these non-negative terms and divides by $\beta-\mu$ with `le_div_iff₀`. For `temple_eq_iff`, a sum of non-negative terms is zero only if each term is, and `temple_exact_two_level` checks the two indices.

`temple_witness` verifies a non-orthogonal example with levels 1 and 3 and $\mu=43/25$. There $r^\dagger S^{-1}r=576/625$, and $\beta=3$ gives $43/25-18/25=1$, the lowest level.
